# Central moments of a finite normalised spectrum with positive weights satisfy $m_2m_4-m_3^2-m_2^3\ge 0$, with equality exactly for at most two levels

## Levels, weights and moments

A discrete spectrum is a finite set $s$ of distinct real energies $x$, each with a weight $w(x)$. In Lean, `s` is a `Finset ℝ`, so a degenerate level appears once and carries its total weight. The weight is a function `w : ℝ → ℝ`, of which only the values on `s` matter.

```lean
import Mathlib

open Finset

namespace SpectralShape

noncomputable section
```

Write $u=x-c$ for the energy measured from a reference $c$. The moments about $c$ are

$$m_k=\sum_{x\in s}w(x)\,(x-c)^k .$$

The definition allows any $c$; the theorems below that need the mean energy assume it as a hypothesis.

```lean
/-- The `k`-th moment, about the reference energy `c`, of a discrete spectrum with
levels `s` and weights `w`. -/
def moment (s : Finset ℝ) (w : ℝ → ℝ) (c : ℝ) (k : ℕ) : ℝ :=
  ∑ x ∈ s, w x * (x - c) ^ k
```

The quantity to be bounded is $G=m_2m_4-m_3^2-m_2^3$.

```lean
/-- The combination `m₂ m₄ - m₃² - m₂³` of the moments about `c`. -/
def hankelGap (s : Finset ℝ) (w : ℝ → ℝ) (c : ℝ) : ℝ :=
  moment s w c 2 * moment s w c 4 - moment s w c 3 ^ 2 - moment s w c 2 ^ 3
```

Its dimensionless form is the shape parameter

$$\chi=\frac{m_4}{m_2^2}-\frac{m_3^2}{m_2^3}-1,$$

the kurtosis minus the squared skewness minus one when the weights have total one and $c$ is the mean energy.

```lean
/-- The dimensionless shape parameter `m₄/m₂² - m₃²/m₂³ - 1` of a spectrum, meant for
nonzero second moment `m₂`. -/
def shapeParameter (s : Finset ℝ) (w : ℝ → ℝ) (c : ℝ) : ℝ :=
  moment s w c 4 / moment s w c 2 ^ 2 - moment s w c 3 ^ 2 / moment s w c 2 ^ 3 - 1
```

For a finite non-interacting tight-binding Hamiltonian, $w(x)$ can be the weight of a chosen normalised orbital in the eigenspace of energy $x$, with $s$ containing only the energies at which this weight is nonzero. Then $G\ge0$ is a consistency check on the computed central moments of the local density of states. The results concern finitely many levels, not continuous densities. They give a necessary condition on the moments and do not construct a spectrum from prescribed ones.

## The determinant as a sum of squares

Let the weights have total one, `h0`, and let $c$ be the mean energy, `h1`. Then

$$m_0=\sum_x w(x)=1,\qquad m_1=\sum_x w(x)\,x-c\sum_x w(x)=c-c=0 .$$

Positivity of the weights is not needed here.

```lean
variable {s : Finset ℝ} {w : ℝ → ℝ} {c : ℝ}

/-- For weights of total one and mean energy `c`, the moments about `c` of order zero
and one are `1` and `0`. -/
theorem moment_zero_and_one (h0 : ∑ x ∈ s, w x = 1) (h1 : ∑ x ∈ s, w x * x = c) :
    moment s w c 0 = 1 ∧ moment s w c 1 = 0 := by
  constructor
  · simp [moment, h0]
  · have h : moment s w c 1 = ∑ x ∈ s, w x * x - (∑ x ∈ s, w x) * c := by
      unfold moment
      rw [Finset.sum_mul, ← Finset.sum_sub_distrib]
      exact Finset.sum_congr rfl (fun x _ => by ring)
    rw [h, h0, h1]
    ring
```

For real $a,b,d$, expanding the square gives

$$(au^2-bu-d)^2=a^2u^4-2ab\,u^3+(b^2-2ad)\,u^2+2bd\,u+d^2 .$$

Multiplying by $w(x)$ and summing replaces each $u^k$ by $m_k$. Lean combines the sums and checks the identity level by level with `ring`.

```lean
/-- The weighted mean square of a quadratic polynomial in the energy, written in terms
of the moments of order zero to four. -/
theorem sum_quadratic_sq (s : Finset ℝ) (w : ℝ → ℝ) (c a b d : ℝ) :
    ∑ x ∈ s, w x * (a * (x - c) ^ 2 - b * (x - c) - d) ^ 2 =
      a ^ 2 * moment s w c 4 + (-2 * a * b) * moment s w c 3
        + (b ^ 2 - 2 * a * d) * moment s w c 2 + (2 * b * d) * moment s w c 1
        + d ^ 2 * moment s w c 0 := by
  simp only [moment, Finset.mul_sum, ← Finset.sum_add_distrib]
  exact Finset.sum_congr rfl (fun x _ => by ring)
```

The useful quadratic is $u^2$ with its components along $1$ and $u$ removed in the weighted inner product, namely $u^2-(m_3/m_2)u-m_2$. Multiplying by $m_2$ clears the fraction, so that $a=m_2$, $b=m_3$ and $d=m_2^2$. With $m_0=1$ and $m_1=0$,

$$\sum_x w(x)\,(m_2u^2-m_3u-m_2^2)^2
=m_2^2m_4-2m_2m_3^2+(m_3^2-2m_2^3)m_2+m_2^4=m_2G .$$

```lean
/-- For weights of total one and mean energy `c`, the second moment times
`m₂ m₄ - m₃² - m₂³` is a weighted sum of squares over the levels. -/
theorem variance_mul_hankelGap (h0 : ∑ x ∈ s, w x = 1) (h1 : ∑ x ∈ s, w x * x = c) :
    moment s w c 2 * hankelGap s w c =
      ∑ x ∈ s, w x * (moment s w c 2 * (x - c) ^ 2 - moment s w c 3 * (x - c)
        - moment s w c 2 ^ 2) ^ 2 := by
  obtain ⟨m0, m1⟩ := moment_zero_and_one h0 h1
  rw [sum_quadratic_sq, m0, m1]
  unfold hankelGap
  ring
```

The same expansion with $a=1$, $b=0$, $d=m_2$ gives a neighbouring inequality for nonnegative weights of total one: $m_4-m_2^2=\sum_x w(x)(u^2-m_2)^2\ge0$.

For nonnegative weights, this identity for $m_2G$ gives $G\ge0$ once $m_2>0$ is known. Suppose that all weights are positive and that there are at least two distinct levels. Then one of the levels differs from $c$. Its contribution $w(x)(x-c)^2$ is positive, and all others are nonnegative. This holds for every reference energy $c$.

```lean
/-- A spectrum with at least two levels, all of positive weight, has a positive second
moment about any energy. -/
theorem variance_pos (hw : ∀ x ∈ s, 0 < w x) (hs : 2 ≤ s.card) (c : ℝ) :
    0 < moment s w c 2 := by
  obtain ⟨x, hx, hne⟩ := Finset.exists_mem_ne (by omega : 1 < s.card) c
  refine Finset.sum_pos' (fun y hy => mul_nonneg (hw y hy).le (sq_nonneg _)) ⟨x, hx, ?_⟩
  exact mul_pos (hw x hx)
    ((sq_nonneg _).lt_of_ne' (pow_ne_zero 2 (sub_ne_zero.2 hne)))
```

## Equality for at most two levels

The moments form the Hankel matrix

$$H=\begin{pmatrix}m_0&m_1&m_2\\m_1&m_2&m_3\\m_2&m_3&m_4\end{pmatrix}
=\sum_x w(x)\begin{pmatrix}1\\u\\u^2\end{pmatrix}\begin{pmatrix}1&u&u^2\end{pmatrix}.$$

Each level contributes a matrix of rank at most one. With at most two levels, $H$ has rank at most two and $\det H=0$. Setting $m_0=1$ and $m_1=0$ in the determinant leaves exactly $G$, so $G=0$.

Lean writes out the determinant, separates the cases of zero, one and two levels, and verifies the resulting polynomial identities. The empty case is harmless: total weight one already excludes it.

```lean
/-- For at most two levels, with weights of total one and mean energy `c`, the
combination `m₂ m₄ - m₃² - m₂³` vanishes. -/
theorem hankelGap_eq_zero_of_card_le_two (h0 : ∑ x ∈ s, w x = 1)
    (h1 : ∑ x ∈ s, w x * x = c) (hs : s.card ≤ 2) : hankelGap s w c = 0 := by
  obtain ⟨m0, m1⟩ := moment_zero_and_one h0 h1
  -- the full 3 by 3 Hankel determinant of at most two levels is identically zero
  have H : moment s w c 0 * (moment s w c 2 * moment s w c 4 - moment s w c 3 ^ 2)
      - moment s w c 1 * (moment s w c 1 * moment s w c 4 - moment s w c 2 * moment s w c 3)
      + moment s w c 2 * (moment s w c 1 * moment s w c 3 - moment s w c 2 ^ 2) = 0 := by
    have hc : s.card = 0 ∨ s.card = 1 ∨ s.card = 2 := by omega
    rcases hc with h | h | h
    · rw [Finset.card_eq_zero.1 h]
      simp [moment]
    · obtain ⟨a, ha⟩ := Finset.card_eq_one.1 h
      rw [ha]
      simp only [moment, Finset.sum_singleton]
      ring
    · obtain ⟨a, b, hab, hs2⟩ := Finset.card_eq_two.1 h
      rw [hs2]
      simp only [moment, Finset.sum_pair hab]
      ring
  rw [m0, m1] at H
  unfold hankelGap
  linear_combination H
```

## Nonnegativity and the exclusion of a third level

Now assume that every weight is positive, `hw`. For at most two levels, $G=0$ by the previous step. For three or more, $m_2>0$ and $m_2G$ is a sum of nonnegative terms, hence $G\ge0$.

Suppose that $G=0$ with at least three levels. Every term of the sum vanishes, and since the weights are positive, every level satisfies

$$m_2(x-c)^2-m_3(x-c)-m_2^2=0 .$$

Take three distinct levels $x,y,z$. Subtracting the equations for $x$ and $y$ and dividing by $x-y$ gives

$$m_2\big[(x-c)+(y-c)\big]-m_3=0,$$

and likewise with $z$ in place of $y$. The difference of these two relations is $m_2(y-z)=0$, which is impossible. In the code they are `e1`, `e2` and `e3`; the division is `mul_left_cancel₀`.

```lean
/-- For finitely many distinct levels with positive weights of total one and mean energy
`c`, the moments about `c` satisfy `m₂ m₄ - m₃² - m₂³ ≥ 0`, with equality exactly when
there are at most two levels. -/
theorem hankelGap_nonneg_and_eq_zero_iff (hw : ∀ x ∈ s, 0 < w x)
    (h0 : ∑ x ∈ s, w x = 1) (h1 : ∑ x ∈ s, w x * x = c) :
    0 ≤ hankelGap s w c ∧ (hankelGap s w c = 0 ↔ s.card ≤ 2) := by
  by_cases hs : s.card ≤ 2
  · have h := hankelGap_eq_zero_of_card_le_two h0 h1 hs
    exact ⟨h.ge, fun _ => hs, fun _ => h⟩
  have hm := variance_pos hw (by omega) c
  have hid := variance_mul_hankelGap h0 h1
  have hterm : ∀ x ∈ s, 0 ≤ w x * (moment s w c 2 * (x - c) ^ 2
      - moment s w c 3 * (x - c) - moment s w c 2 ^ 2) ^ 2 :=
    fun x hx => mul_nonneg (hw x hx).le (sq_nonneg _)
  refine ⟨?_, fun h => ?_, fun h => absurd h hs⟩
  · by_contra hneg
    have h2 := mul_neg_of_pos_of_neg hm (not_le.1 hneg)
    have h3 := Finset.sum_nonneg hterm
    linarith
  · -- in the equality case every level is a root of one quadratic
    rw [h, mul_zero] at hid
    have hz := (Finset.sum_eq_zero_iff_of_nonneg hterm).1 hid.symm
    have root : ∀ x ∈ s, moment s w c 2 * (x - c) ^ 2
        - moment s w c 3 * (x - c) - moment s w c 2 ^ 2 = 0 := fun x hx =>
      pow_eq_zero_iff (two_ne_zero) |>.1
        ((mul_eq_zero.1 (hz x hx)).resolve_left (hw x hx).ne')
    obtain ⟨x, y, z, hx, hy, hz', hxy, hxz, hyz⟩ :=
      Finset.two_lt_card_iff.1 (not_le.1 hs)
    -- three distinct roots would force the leading coefficient to vanish
    have e1 : moment s w c 2 * ((x - c) + (y - c)) - moment s w c 3 = 0 :=
      mul_left_cancel₀ (sub_ne_zero.2 hxy)
        (by linear_combination root x hx - root y hy)
    have e2 : moment s w c 2 * ((x - c) + (z - c)) - moment s w c 3 = 0 :=
      mul_left_cancel₀ (sub_ne_zero.2 hxz)
        (by linear_combination root x hx - root z hz')
    have e3 : moment s w c 2 * (y - z) = 0 := by linear_combination e1 - e2
    exact absurd e3 (mul_ne_zero hm.ne' (sub_ne_zero.2 hyz))
```

The statement in the title thus has two parts: $G\ge0$, and $G=0$ if and only if `s.card ≤ 2`.

## The shape parameter

For at least two levels, $m_2>0$ and

$$\chi=\frac{m_2m_4-m_3^2-m_2^3}{m_2^3}=\frac{G}{m_2^3}.$$

Therefore $\chi\ge0$, with $\chi=0$ exactly for two levels, whatever their separation and their positive weights.

The smallest case is a single level, where $m_2=m_3=m_4=0$. The inequality for $G$ holds with equality, but $\chi$ has no physical meaning; Lean's convention for division by zero would give it the value $-1$. The hypothesis `2 ≤ s.card` excludes this case.

```lean
/-- For at least two levels with positive weights of total one and mean energy `c`, the
shape parameter is nonnegative, and it is zero exactly when there are two levels. -/
theorem shapeParameter_nonneg_and_eq_zero_iff (hw : ∀ x ∈ s, 0 < w x)
    (h0 : ∑ x ∈ s, w x = 1) (h1 : ∑ x ∈ s, w x * x = c) (hs : 2 ≤ s.card) :
    0 ≤ shapeParameter s w c ∧ (shapeParameter s w c = 0 ↔ s.card = 2) := by
  have hm := variance_pos hw hs c
  have hne := hm.ne'
  obtain ⟨hnn, hiff⟩ := hankelGap_nonneg_and_eq_zero_iff hw h0 h1
  have h : shapeParameter s w c = hankelGap s w c / moment s w c 2 ^ 3 := by
    unfold shapeParameter hankelGap
    field_simp
  rw [h]
  refine ⟨div_nonneg hnn (pow_pos hm 3).le, ?_⟩
  rw [div_eq_zero_iff, or_iff_left (pow_ne_zero 3 hne), hiff]
  omega
```

## Three levels with any positive shape parameter

Place levels at $-1,0,1$ and let $t>0$ fix the weight at the centre:

$$w(0)=\frac{t}{1+t},\qquad w(\pm1)=\frac{1}{2(1+t)} .$$

```lean
/-- Weights `t/(1+t)` at energy zero and `1/(2(1+t))` at every other energy, meant for
`t ≠ -1`. -/
def threeLevelWeight (t x : ℝ) : ℝ :=
  if x = 0 then t / (1 + t) else 1 / (2 * (1 + t))
```

The weights are positive and sum to one, and the mean is zero by symmetry. The moments are

$$m_2=m_4=\frac1{1+t},\qquad m_3=0,$$

so $\chi=(1+t)-0-1=t$. Every positive value occurs, and no positive lower bound on $\chi$ holds for all three-level spectra. As $t\to0$ the central level loses its weight and $\chi$ approaches the two-level value zero without reaching it.

Lean reduces the sums to three terms, computes the moments `m2`, `m3` and `m4`, and simplifies the quotient.

```lean
/-- For every `t > 0`, the levels `-1, 0, 1` with the weights `threeLevelWeight t` form a
spectrum of positive weights, total weight one and mean zero whose shape parameter is `t`. -/
theorem shapeParameter_threeLevel {t : ℝ} (ht : 0 < t) :
    (∀ x ∈ ({-1, 0, 1} : Finset ℝ), 0 < threeLevelWeight t x) ∧
    ∑ x ∈ ({-1, 0, 1} : Finset ℝ), threeLevelWeight t x = 1 ∧
    ∑ x ∈ ({-1, 0, 1} : Finset ℝ), threeLevelWeight t x * x = 0 ∧
    shapeParameter {-1, 0, 1} (threeLevelWeight t) 0 = t := by
  have hsum : ∀ f : ℝ → ℝ, ∑ x ∈ ({-1, 0, 1} : Finset ℝ), f x = f (-1) + f 0 + f 1 := by
    intro f
    rw [Finset.sum_insert (by norm_num), Finset.sum_insert (by norm_num),
      Finset.sum_singleton]
    ring
  have a : threeLevelWeight t (-1) = 1 / (2 * (1 + t)) := if_neg (by norm_num)
  have b : threeLevelWeight t 0 = t / (1 + t) := if_pos rfl
  have d : threeLevelWeight t 1 = 1 / (2 * (1 + t)) := if_neg (by norm_num)
  have hne : 1 + t ≠ 0 := by positivity
  have m2 : moment {-1, 0, 1} (threeLevelWeight t) 0 2 = 1 / (1 + t) := by
    simp only [moment, hsum, a, b, d, one_div, mul_inv]
    ring
  have m3 : moment {-1, 0, 1} (threeLevelWeight t) 0 3 = 0 := by
    simp only [moment, hsum, a, b, d]
    ring
  have m4 : moment {-1, 0, 1} (threeLevelWeight t) 0 4 = 1 / (1 + t) := by
    simp only [moment, hsum, a, b, d, one_div, mul_inv]
    ring
  refine ⟨fun x _ => ?_, ?_, ?_, ?_⟩
  · unfold threeLevelWeight
    split_ifs <;> positivity
  · rw [hsum, a, b, d]
    field_simp
    ring
  · simp only [hsum, a, b, d]
    ring
  · unfold shapeParameter
    rw [m2, m3, m4]
    field_simp
    ring

end

end SpectralShape
```

```lean
#print axioms SpectralShape.hankelGap_nonneg_and_eq_zero_iff
#print axioms SpectralShape.shapeParameter_nonneg_and_eq_zero_iff
#print axioms SpectralShape.shapeParameter_threeLevel
```

```
'SpectralShape.hankelGap_nonneg_and_eq_zero_iff' depends on axioms: [propext, Classical.choice, Quot.sound]
'SpectralShape.shapeParameter_nonneg_and_eq_zero_iff' depends on axioms: [propext, Classical.choice, Quot.sound]
'SpectralShape.shapeParameter_threeLevel' depends on axioms: [propext, Classical.choice, Quot.sound]
```
